# A bound on the one-centre error of PAW expectation values for bounded operators

In a two-dimensional model of the projector augmented-wave (PAW) method, the usual one-centre formula gives a squared norm of 3 for an unnormalised transformed vector whose squared norm is 5, although the projector is biorthogonal to the smooth partial wave. The formula omits two cross terms, and an incomplete partial-wave set can make them large. The bound below limits the damage for a fixed bounded operator and finitely many partial waves.

## The error and its bound

Let $x$ be a smooth state, $p_i$ the projectors, $\varphi_i$ the all-electron partial waves and $\tilde\varphi_i$ the smooth ones. Define

$$d_x=\sum_i\langle p_i,x\rangle(\varphi_i-\tilde\varphi_i),\quad r_x=x-\sum_i\langle p_i,x\rangle\tilde\varphi_i,\quad Tx=x+d_x.$$

For an operator $A$, the one-centre value between states $x$ and $y$ is

$$O_A(x,y)=\langle x,Ay\rangle+\sum_{ij}\langle x,p_i\rangle\big(\langle\varphi_i,A\varphi_j\rangle-\langle\tilde\varphi_i,A\tilde\varphi_j\rangle\big)\langle p_j,y\rangle.$$

Then

$$|\langle Tx,ATx\rangle-O_A(x,x)|\le 2\|A\|\,\|r_x\|\,\|d_x\|.$$

Here $A$ is bounded, and $\langle Tx,ATx\rangle$ is the expectation value of $A$ if $\|Tx\|=1$. Normalising with the one-centre overlap, $O_1(x,x)=1$, does not guarantee this.

## Where a code uses the one-centre formula

For an operator such as the overlap or the kinetic energy, a code can tabulate the bracketed differences between partial waves of the same atom once per atomic species, compute the projections $\langle p_j,x\rangle$, contract the two, and add the smooth element $\langle x,Ax\rangle$. With $A=1$ this gives the PAW overlap. For a single atom, the total equals $\langle Tx,ATx\rangle$ only if the cross terms cancel or vanish. With several atoms, the omitted pairs on different atoms also enter the difference.

For local operators the bound can be very pessimistic: $r_x$ may be large outside the augmentation sphere and still contribute nothing. The cross terms themselves are the sharper diagnostic.

## From the double sum to two cross terms

Write $a_x=\sum_i\langle p_i,x\rangle\varphi_i$ and $\tilde a_x=\sum_i\langle p_i,x\rangle\tilde\varphi_i$. Since $\overline{\langle p_i,x\rangle}=\langle x,p_i\rangle$, the double sum is $\langle a_x,Aa_y\rangle-\langle\tilde a_x,A\tilde a_y\rangle$. Inserting $a=\tilde a+d$ gives

$$O_A(x,y)=\langle x,Ay\rangle+\langle\tilde a_x,Ad_y\rangle+\langle d_x,A\tilde a_y\rangle+\langle d_x,Ad_y\rangle.$$

The exact element is

$$\langle Tx,ATy\rangle=\langle x,Ay\rangle+\langle x,Ad_y\rangle+\langle d_x,Ay\rangle+\langle d_x,Ad_y\rangle.$$

Subtracting, with $r=x-\tilde a_x$ and likewise for $y$, leaves

$$\langle Tx,ATy\rangle-O_A(x,y)=\langle r_x,Ad_y\rangle+\langle d_x,Ar_y\rangle.$$

Cauchy–Schwarz and $\|Av\|\le\|A\|\|v\|$ bound each term; setting $y=x$ gives the factor 2.

Three special cases follow:

- For Hermitian $A$ and $y=x$, the two terms are complex conjugates, so the error is $2\,\mathrm{Re}\langle r_x,Ad_x\rangle$.
- If $A$ preserves a subspace $K$ and $K^\perp$, with $\varphi_i-\tilde\varphi_i\in K$ and $r_x,r_y\in K^\perp$, both terms vanish.
- If $\langle p_i,\tilde\varphi_j\rangle=\delta_{ij}$ and $x=\sum_j c_j\tilde\varphi_j$, then $\langle p_i,x\rangle=c_i$, hence $r_x=0$, and the error vanishes for $y=x$.

## The Lean file

```lean
import Mathlib

open scoped InnerProductSpace

namespace PAWOneCentreError

noncomputable section

variable {E ι : Type*} [NormedAddCommGroup E] [InnerProductSpace ℂ E] [Fintype ι]

/-- The expansion `∑ i, ⟨p i, x⟩ f i` of a state `x` in the functions `f`, with coefficients
read off by the projectors `p`. -/
def expand (p f : ι → E) (x : E) : E := ∑ i, ⟪p i, x⟫_ℂ • f i

/-- The part of the smooth state `x` that its expansion in smooth partial waves `φt` misses. -/
def residual (p φt : ι → E) (x : E) : E := x - expand p φt x

/-- The augmentation of `x`: its expansion in the differences between all-electron partial
waves `φ` and smooth partial waves `φt`. -/
def augmentation (p φ φt : ι → E) (x : E) : E := expand p (fun i => φ i - φt i) x

/-- The PAW transformation, which adds to a smooth state its augmentation. -/
def transform (p φ φt : ι → E) (x : E) : E := x + augmentation p φ φt x

/-- The one-centre expansion of a matrix element of `A`: the smooth matrix element plus
the differences of partial-wave matrix elements, weighted by the projections of the states. -/
def oneCentre (p φ φt : ι → E) (A : E →L[ℂ] E) (x y : E) : ℂ :=
  ⟪x, A y⟫_ℂ + ∑ i, ∑ j,
    ⟪x, p i⟫_ℂ * (⟪φ i, A (φ j)⟫_ℂ - ⟪φt i, A (φt j)⟫_ℂ) * ⟪p j, y⟫_ℂ

/-- A matrix element between two expanded states is the double sum of the matrix elements
between the expansion functions, weighted by the projections. -/
theorem inner_expand (p f : ι → E) (A : E →L[ℂ] E) (x y : E) :
    ⟪expand p f x, A (expand p f y)⟫_ℂ =
      ∑ i, ∑ j, ⟪x, p i⟫_ℂ * ⟪f i, A (f j)⟫_ℂ * ⟪p j, y⟫_ℂ := by
  simp only [expand]
  rw [map_sum, sum_inner]
  refine Finset.sum_congr rfl fun i _ => ?_
  rw [inner_sum]
  refine Finset.sum_congr rfl fun j _ => ?_
  rw [map_smul, inner_smul_left, inner_smul_right, inner_conj_symm]
  ring

/-- The exact error of the one-centre expansion consists of the two cross terms of `A`
between residual and augmentation. -/
theorem error_identity (p φ φt : ι → E) (A : E →L[ℂ] E) (x y : E) :
    ⟪transform p φ φt x, A (transform p φ φt y)⟫_ℂ - oneCentre p φ φt A x y =
      ⟪residual p φt x, A (augmentation p φ φt y)⟫_ℂ +
        ⟪augmentation p φ φt x, A (residual p φt y)⟫_ℂ := by
  -- resum the one-centre terms into matrix elements of expanded states
  have h1 : oneCentre p φ φt A x y = ⟪x, A y⟫_ℂ +
      ⟪expand p φ x, A (expand p φ y)⟫_ℂ - ⟪expand p φt x, A (expand p φt y)⟫_ℂ := by
    rw [inner_expand, inner_expand]
    simp only [oneCentre, mul_sub, sub_mul, Finset.sum_sub_distrib]
    ring
  have h2 : ∀ z, augmentation p φ φt z = expand p φ z - expand p φt z := by
    intro z
    simp only [augmentation, expand, smul_sub, Finset.sum_sub_distrib]
  rw [h1]
  simp only [transform, residual, h2, map_add, map_sub, inner_add_left, inner_add_right,
    inner_sub_left, inner_sub_right]
  ring

/-- For a matrix element between two states, the one-centre error is bounded by the operator
norm of `A` times the sum of the two products of a residual norm and an augmentation norm. -/
theorem transition_error_le (p φ φt : ι → E) (A : E →L[ℂ] E) (x y : E) :
    ‖⟪transform p φ φt x, A (transform p φ φt y)⟫_ℂ - oneCentre p φ φt A x y‖ ≤
      ‖A‖ * (‖residual p φt x‖ * ‖augmentation p φ φt y‖ +
        ‖augmentation p φ φt x‖ * ‖residual p φt y‖) := by
  -- Cauchy-Schwarz followed by the operator norm bound
  have key : ∀ u v : E, ‖⟪u, A v⟫_ℂ‖ ≤ ‖u‖ * (‖A‖ * ‖v‖) := fun u v =>
    (norm_inner_le_norm u (A v)).trans
      (mul_le_mul_of_nonneg_left (A.le_opNorm v) (norm_nonneg u))
  rw [error_identity]
  refine (norm_add_le _ _).trans ((add_le_add (key _ _) (key _ _)).trans (le_of_eq ?_))
  ring

/-- The exact value `⟨Tx, A Tx⟩` differs from its one-centre expansion by at most twice the
operator norm of `A` times the norms of the residual and of the augmentation of `x`. -/
theorem expectation_error_le (p φ φt : ι → E) (A : E →L[ℂ] E) (x : E) :
    ‖⟪transform p φ φt x, A (transform p φ φt x)⟫_ℂ - oneCentre p φ φt A x x‖ ≤
      2 * ‖A‖ * ‖residual p φt x‖ * ‖augmentation p φ φt x‖ := by
  refine (transition_error_le p φ φt A x x).trans (le_of_eq ?_)
  ring

/-- For a Hermitian operator the error of the one-centre expectation value is twice the real
part of the matrix element between residual and augmentation. -/
theorem hermitian_error (p φ φt : ι → E) (A : E →L[ℂ] E)
    (hA : ∀ u v, ⟪A u, v⟫_ℂ = ⟪u, A v⟫_ℂ) (x : E) :
    ⟪transform p φ φt x, A (transform p φ φt x)⟫_ℂ - oneCentre p φ φt A x x =
      ((2 * (⟪residual p φt x, A (augmentation p φ φt x)⟫_ℂ).re : ℝ) : ℂ) := by
  rw [error_identity, ← hA (augmentation p φ φt x) (residual p φt x),
    ← inner_conj_symm (A (augmentation p φ φt x)) (residual p φt x), Complex.add_conj]

/-- The one-centre expansion is exact if `A` preserves a subspace `K` and its orthogonal
complement, the partial-wave differences lie in `K`, and the residuals of both states are
orthogonal to `K`. -/
theorem exact_of_local (p φ φt : ι → E) (A : E →L[ℂ] E) (K : Submodule ℂ E)
    (hK : ∀ u ∈ K, A u ∈ K) (hKo : ∀ u ∈ Kᗮ, A u ∈ Kᗮ)
    (hφ : ∀ i, φ i - φt i ∈ K) (x y : E)
    (hx : residual p φt x ∈ Kᗮ) (hy : residual p φt y ∈ Kᗮ) :
    ⟪transform p φ φt x, A (transform p φ φt y)⟫_ℂ = oneCentre p φ φt A x y := by
  have hd : ∀ z, augmentation p φ φt z ∈ K := fun z =>
    Submodule.sum_mem _ fun i _ => K.smul_mem _ (hφ i)
  apply sub_eq_zero.mp
  -- both cross terms pair a vector of `K` with one orthogonal to `K`
  rw [error_identity, Submodule.inner_left_of_mem_orthogonal (hK _ (hd y)) hx,
    Submodule.inner_right_of_mem_orthogonal (hd x) (hKo _ hy), add_zero]

/-- If the projectors are biorthogonal to the smooth partial waves, the one-centre expectation
value of every `A` is exact for each linear combination of smooth partial waves. -/
theorem exact_on_partial_waves [DecidableEq ι] (p φ φt : ι → E) (A : E →L[ℂ] E)
    (hb : ∀ i j, ⟪p i, φt j⟫_ℂ = if i = j then 1 else 0) (c : ι → ℂ) (x : E)
    (hx : x = ∑ j, c j • φt j) :
    ⟪transform p φ φt x, A (transform p φ φt x)⟫_ℂ = oneCentre p φ φt A x x := by
  -- the projectors return the coefficients, so nothing is missed
  have hc : ∀ i, ⟪p i, x⟫_ℂ = c i := by
    intro i
    rw [hx, inner_sum]
    simp [inner_smul_right, hb]
  have hr : residual p φt x = 0 := by
    simp only [residual, expand, hc]
    rw [← hx, sub_self]
  apply sub_eq_zero.mp
  rw [error_identity, hr, map_zero, inner_zero_left, inner_zero_right, add_zero]

/-- The factor 2 is sharp: for orthonormal `e`, `f`, with projector and smooth partial wave `e`,
all-electron partial wave `e + f` and state `e + f`, the error for the identity operator and
its bound both equal 2. -/
theorem bound_sharp (e f : E) (he : ‖e‖ = 1) (hf : ‖f‖ = 1) (hef : ⟪e, f⟫_ℂ = 0) :
    let p : Unit → E := fun _ => e
    let φ : Unit → E := fun _ => e + f
    let A := ContinuousLinearMap.id ℂ E
    ‖⟪transform p φ p (e + f), A (transform p φ p (e + f))⟫_ℂ
        - oneCentre p φ p A (e + f) (e + f)‖ = 2 ∧
      2 * ‖A‖ * ‖residual p p (e + f)‖ * ‖augmentation p φ p (e + f)‖ = 2 := by
  intro p φ A
  have hee : ⟪e, e⟫_ℂ = 1 := by
    rw [inner_self_eq_norm_sq_to_K, he]
    simp
  have hff : ⟪f, f⟫_ℂ = 1 := by
    rw [inner_self_eq_norm_sq_to_K, hf]
    simp
  have hc : ⟪e, e + f⟫_ℂ = 1 := by
    rw [inner_add_right, hee, hef, add_zero]
  -- residual and augmentation are both equal to `f`
  have hr : residual p p (e + f) = f := by
    simp [residual, expand, p, hc]
  have hd : augmentation p φ p (e + f) = f := by
    simp [augmentation, expand, p, φ, hc]
  have hne : f ≠ 0 := by
    intro h
    simp [h] at hf
  have : Nontrivial E := ⟨⟨f, 0, hne⟩⟩
  have hA : ‖A‖ = 1 := ContinuousLinearMap.norm_id
  have hAf : A f = f := rfl
  constructor
  · rw [error_identity, hr, hd, hAf, hff]
    norm_num
  · rw [hr, hd, hA, hf]
    norm_num

end

end PAWOneCentreError
```

```lean
#print axioms PAWOneCentreError.expectation_error_le
#print axioms PAWOneCentreError.hermitian_error
#print axioms PAWOneCentreError.exact_on_partial_waves
#print axioms PAWOneCentreError.bound_sharp
```

```
'PAWOneCentreError.expectation_error_le' depends on axioms: [propext, Classical.choice, Quot.sound]
'PAWOneCentreError.hermitian_error' depends on axioms: [propext, Classical.choice, Quot.sound]
'PAWOneCentreError.exact_on_partial_waves' depends on axioms: [propext, Classical.choice, Quot.sound]
'PAWOneCentreError.bound_sharp' depends on axioms: [propext, Classical.choice, Quot.sound]
```

## Reading the statements and their limits

`E` is any complex inner product space, with the inner product conjugate-linear in its first slot. For $\mathbb C^n$ with the Euclidean norm, $A$ is a matrix, $r_x=(1-\tilde\Phi P^H)x$ and $d_x=(\Phi-\tilde\Phi)P^Hx$, the vectors being the columns of $P,\Phi,\tilde\Phi$. The finite type `ι` labels partial waves; `residual`, `augmentation` and `transform` are $r$, $d$ and $T$. The bound `expectation_error_le` requires neither biorthogonality nor Hermiticity.

In the proof, `inner_expand` resums the double sum, and `error_identity` expands both sides and cancels with `ring`. The step `key` in `transition_error_le` is Cauchy–Schwarz plus the operator norm. `hermitian_error`, `exact_of_local` and `exact_on_partial_waves` evaluate the same identity in the three special cases.

`bound_sharp` attains the bound. Take orthonormal $e,f$, with $p=\tilde\varphi=e$, $\varphi=x=e+f$ and $A=1$. Then $r_x=d_x=f$, and error and bound are both 2: the values 5 and 3 above. With $K=\mathrm{span}\{f\}$, this also shows what fails in `exact_of_local` without the residual condition: every other hypothesis holds, yet the formula is wrong.

The type `E →L[ℂ] E` admits only bounded operators, which excludes the continuum kinetic energy. Its matrix in a finite orthonormal basis is allowed if the basis also represents the partial waves, but the norm of that matrix, and with it the prefactor of the bound, grows without limit as the basis approaches completeness. The partial waves must be vectors of `E`, so any that are not normalisable have to be cut off outside the augmentation sphere, where $\varphi_i$ and $\tilde\varphi_i$ agree. The sum in `oneCentre` runs over all pairs $i,j$. With several atoms, keeping only same-site pairs gives a different value unless the omitted cross-site terms sum to zero, and the bound does not measure that difference. Nor does it cover the response of a self-consistent density to the error.
